# The lowest basis state can select the wrong tapering sector

Before a qubit is tapered from a Hamiltonian, its symmetry operator has to be replaced by a number, $+1$ or $-1$. A common way to choose the sign is to take a reference basis state, such as the Hartree–Fock determinant, and read off its symmetry eigenvalue. If the ground state lies in the other sector, the tapered Hamiltonian no longer contains it, and even exact diagonalisation then returns too high an energy. The problems below work through a two-qubit model, not derived from any molecule, in which the basis state of lowest energy gives the wrong sign.

## Two qubits with one symmetry

```lean
import Mathlib

open Matrix
open scoped Kronecker

namespace TaperingWrongSector

noncomputable section
```

A state has four complex amplitudes $\psi_{ij}$, where $i$ labels the first qubit and $j$ the second. In Lean this is a function on pairs, and $\psi_{ij}$ is `ψ (i, j)`. No normalisation is imposed.

```lean
/-- State vectors of two qubits, given by their amplitudes in the computational basis. -/
abbrev TwoQubit := Fin 2 × Fin 2 → ℂ
```

The function `state a b c d` lists the amplitudes on $|00\rangle, |01\rangle, |10\rangle, |11\rangle$ in that order.

```lean
/-- The state with amplitudes `a, b, c, d` on the basis states 00, 01, 10, 11. -/
def state (a b c d : ℂ) : TwoQubit := fun p => !![a, b; c, d] p.1 p.2
```

The symmetry is $Z\otimes I$, with $Z|0\rangle=|0\rangle$ and $Z|1\rangle=-|1\rangle$. The first qubit therefore labels the sector: $|00\rangle$ and $|01\rangle$ span the $+1$ sector, $|10\rangle$ and $|11\rangle$ the $-1$ sector. The projector onto $Z=-1$ is $P_-=|1\rangle\langle 1|$.

```lean
/-- The Pauli matrix Z. -/
def pauliZ : Matrix (Fin 2) (Fin 2) ℂ := !![1, 0; 0, -1]

/-- The projector of one qubit onto the state with Z = -1. -/
def projMinus : Matrix (Fin 2) (Fin 2) ℂ := !![0, 0; 0, 1]

/-- The symmetry Z ⊗ I used for tapering. -/
def symZ : Matrix (Fin 2 × Fin 2) (Fin 2 × Fin 2) ℂ :=
  pauliZ ⊗ₖ (1 : Matrix (Fin 2) (Fin 2) ℂ)
```

For real $\Delta$ and $g$, the Hamiltonian is

$$H(\Delta,g)=P_-\otimes\begin{pmatrix}\Delta&g\\g&\Delta\end{pmatrix}.$$

The energy zero is placed at the two degenerate levels of the $+1$ sector. The parameter $\Delta$ is the diagonal energy of the other two basis states relative to that zero, and $g$ is the coupling between them.

```lean
/-- The Hamiltonian with zero block in the +1 sector and block [[Δ, g], [g, Δ]]
in the -1 sector. -/
def ham (Δ g : ℝ) : Matrix (Fin 2 × Fin 2) (Fin 2 × Fin 2) ℂ :=
  projMinus ⊗ₖ !![(Δ : ℂ), (g : ℂ); (g : ℂ), (Δ : ℂ)]
```

An eigenvector must be nonzero and is paired here with a real energy. A ground state is an eigenvector whose energy is no larger than any other real eigenvalue of the whole matrix, with both sectors included.

```lean
/-- `ψ` is a nonzero eigenvector of `H` with real energy `E`. -/
def IsEigen (H : Matrix (Fin 2 × Fin 2) (Fin 2 × Fin 2) ℂ) (E : ℝ) (ψ : TwoQubit) : Prop :=
  ψ ≠ 0 ∧ H *ᵥ ψ = (E : ℂ) • ψ

/-- `ψ` is an eigenvector of `H` whose energy `E` is the lowest of all real eigenvalues. -/
def IsGroundState (H : Matrix (Fin 2 × Fin 2) (Fin 2 × Fin 2) ℂ) (E : ℝ) (ψ : TwoQubit) :
    Prop :=
  IsEigen H E ψ ∧ ∀ E' φ, IsEigen H E' φ → E ≤ E'
```

## (a) The Hamiltonian conserves the sector

**Task.** Show that $H(\Delta,g)$ commutes with $Z\otimes I$.

**Solution.** Write $B$ for the $2\times2$ block in $H$. Tensor products multiply factor by factor, so

$$(Z\otimes I)(P_-\otimes B)=ZP_-\otimes B,\qquad (P_-\otimes B)(Z\otimes I)=P_-Z\otimes B.$$

Both $ZP_-$ and $P_-Z$ equal $-P_-$, so the two products agree.

In Lean, `hz` checks $ZP_-=P_-Z$ entry by entry, and `Matrix.mul_kronecker_mul` supplies the factor-by-factor rule.

```lean
/-- The Hamiltonian commutes with Z ⊗ I. -/
theorem symZ_commutes (Δ g : ℝ) : symZ * ham Δ g = ham Δ g * symZ := by
  have hz : pauliZ * projMinus = projMinus * pauliZ := by
    ext i j
    fin_cases i <;> fin_cases j <;>
      simp [pauliZ, projMinus, Matrix.mul_apply, Fin.sum_univ_two]
  simp only [symZ, ham, ← Matrix.mul_kronecker_mul, Matrix.one_mul, Matrix.mul_one, hz]
```

## (b) Recognising a state of the −1 sector

**Task.** Show that $(Z\otimes I)\psi=-\psi$ exactly when $\psi_{00}=\psi_{01}=0$.

**Solution.** The symmetry leaves $\psi_{00},\psi_{01}$ unchanged and reverses the sign of $\psi_{10},\psi_{11}$. The last two components of the equation therefore always hold. The first two read $\psi_{00}=-\psi_{00}$ and $\psi_{01}=-\psi_{01}$, which means that both amplitudes vanish.

The facts `h0` and `h1` compute the action of the symmetry on the two halves of the vector. The division by 2 in `linear_combination` turns $2\psi_{00}=0$ into $\psi_{00}=0$.

```lean
/-- A state lies in the -1 sector exactly when its amplitudes on 00 and 01 vanish. -/
theorem minus_sector_iff (ψ : TwoQubit) :
    symZ *ᵥ ψ = -ψ ↔ ψ (0, 0) = 0 ∧ ψ (0, 1) = 0 := by
  have h0 : ∀ j, (symZ *ᵥ ψ) (0, j) = ψ (0, j) := by
    intro j
    fin_cases j <;>
      simp [symZ, pauliZ, Matrix.mulVec, dotProduct, Fintype.sum_prod_type, Fin.sum_univ_two]
  have h1 : ∀ j, (symZ *ᵥ ψ) (1, j) = -ψ (1, j) := by
    intro j
    fin_cases j <;>
      simp [symZ, pauliZ, Matrix.mulVec, dotProduct, Fintype.sum_prod_type, Fin.sum_univ_two]
  rw [funext_iff, Prod.forall]
  simp only [Fin.forall_fin_two, h0, h1, Pi.neg_apply]
  constructor
  · rintro ⟨⟨a, b⟩, _⟩
    exact ⟨by linear_combination a / 2, by linear_combination b / 2⟩
  · rintro ⟨a, b⟩
    exact ⟨⟨by rw [a, neg_zero], by rw [b, neg_zero]⟩, by simp⟩
```

## (c) The eigenvalue equation in components

**Task.** Write $H\psi=E\psi$ as four scalar equations.

**Solution.** The first two rows of $H$ are zero, and the last two contain $B$. Hence

$$E\psi_{00}=0,\qquad E\psi_{01}=0,$$
$$\Delta\psi_{10}+g\psi_{11}=E\psi_{10},\qquad g\psi_{10}+\Delta\psi_{11}=E\psi_{11}.$$

The Lean proof evaluates each component of the matrix–vector product and then compares the two sides.

```lean
/-- The eigenvalue equation of the Hamiltonian, written out in its four amplitudes. -/
theorem eigen_equations (Δ g E : ℝ) (ψ : TwoQubit) :
    ham Δ g *ᵥ ψ = (E : ℂ) • ψ ↔
      (E : ℂ) * ψ (0, 0) = 0 ∧ (E : ℂ) * ψ (0, 1) = 0 ∧
      (Δ : ℂ) * ψ (1, 0) + g * ψ (1, 1) = E * ψ (1, 0) ∧
      (g : ℂ) * ψ (1, 0) + Δ * ψ (1, 1) = E * ψ (1, 1) := by
  have h0 : ∀ j, (ham Δ g *ᵥ ψ) (0, j) = 0 := by
    intro j
    simp [ham, projMinus, Matrix.mulVec, dotProduct, Fintype.sum_prod_type, Fin.sum_univ_two]
  have h10 : (ham Δ g *ᵥ ψ) (1, 0) = (Δ : ℂ) * ψ (1, 0) + g * ψ (1, 1) := by
    simp [ham, projMinus, Matrix.mulVec, dotProduct, Fintype.sum_prod_type, Fin.sum_univ_two]
  have h11 : (ham Δ g *ᵥ ψ) (1, 1) = (g : ℂ) * ψ (1, 0) + Δ * ψ (1, 1) := by
    simp [ham, projMinus, Matrix.mulVec, dotProduct, Fintype.sum_prod_type, Fin.sum_univ_two]
  rw [funext_iff, Prod.forall]
  simp only [Fin.forall_fin_two, h0, h10, h11, Pi.smul_apply, smul_eq_mul]
  constructor
  · rintro ⟨⟨a, b⟩, c, d⟩
    exact ⟨a.symm, b.symm, c, d⟩
  · rintro ⟨a, b, c, d⟩
    exact ⟨⟨a.symm, b.symm⟩, c, d⟩
```

## (d) The energies

**Task.** Show that the energies are exactly $0$, $\Delta+g$ and $\Delta-g$.

**Solution.** Adding and subtracting the last two equations of (c) gives

$$(E-\Delta-g)(\psi_{10}+\psi_{11})=0,\qquad (E-\Delta+g)(\psi_{10}-\psi_{11})=0.$$

Suppose $E$ is none of the three values. Then the sum and the difference of $\psi_{10}$ and $\psi_{11}$ both vanish, so both amplitudes are zero. Since $E\neq0$, also $\psi_{00}=\psi_{01}=0$. The vector is zero, which an eigenvector may not be.

Conversely, each value occurs. The state $|00\rangle$ has energy $0$, and the normalised states $(|10\rangle\pm|11\rangle)/\sqrt2$ have energies $\Delta\pm g$.

In the Lean proof, `s` and `t` are the vanishing sum and difference. The converse supplies the same three vectors without the factor $1/\sqrt2$. The theorem lists the values and not their multiplicities, and some of them may coincide.

```lean
/-- The energies of the Hamiltonian are exactly 0, Δ + g and Δ - g. -/
theorem energy_iff (Δ g E : ℝ) :
    (∃ ψ, IsEigen (ham Δ g) E ψ) ↔ E = 0 ∨ E = Δ + g ∨ E = Δ - g := by
  constructor
  · rintro ⟨ψ, hne, h⟩
    obtain ⟨a, b, c, d⟩ := (eigen_equations Δ g E ψ).1 h
    by_contra hcon
    obtain ⟨n0, hcon'⟩ := not_or.1 hcon
    obtain ⟨n1, n2⟩ := not_or.1 hcon'
    have m0 : (E : ℂ) ≠ 0 := by exact_mod_cast n0
    have m1 : (E : ℂ) - (Δ + g) ≠ 0 := fun h => n1 (by exact_mod_cast sub_eq_zero.1 h)
    have m2 : (E : ℂ) - (Δ - g) ≠ 0 := fun h => n2 (by exact_mod_cast sub_eq_zero.1 h)
    -- the sum and the difference of the amplitudes on 10 and 11 decouple
    have s : ψ (1, 0) + ψ (1, 1) = 0 := (mul_eq_zero.1 (by linear_combination (-1) * c - d :
      ((E : ℂ) - (Δ + g)) * (ψ (1, 0) + ψ (1, 1)) = 0)).resolve_left m1
    have t : ψ (1, 0) - ψ (1, 1) = 0 := (mul_eq_zero.1 (by linear_combination (-1) * c + d :
      ((E : ℂ) - (Δ - g)) * (ψ (1, 0) - ψ (1, 1)) = 0)).resolve_left m2
    apply hne
    rw [funext_iff, Prod.forall]
    simp only [Fin.forall_fin_two, Pi.zero_apply]
    exact ⟨⟨(mul_eq_zero.1 a).resolve_left m0, (mul_eq_zero.1 b).resolve_left m0⟩,
      by linear_combination (s + t) / 2, by linear_combination (s - t) / 2⟩
  · rintro (rfl | rfl | rfl)
    · refine ⟨state 1 0 0 0, fun h => by simpa [state] using congrFun h (0, 0),
        (eigen_equations _ _ _ _).2 (by simp [state])⟩
    · refine ⟨state 0 0 1 1, fun h => by simpa [state] using congrFun h (1, 0),
        (eigen_equations _ _ _ _).2 ?_⟩
      refine ⟨?_, ?_, ?_, ?_⟩ <;> simp [state]
      ring
    · refine ⟨state 0 0 1 (-1), fun h => by simpa [state] using congrFun h (1, 0),
        (eigen_equations _ _ _ _).2 ?_⟩
      refine ⟨?_, ?_, ?_, ?_⟩ <;> simp [state] <;> ring
```

## (e) The ground state at strong positive coupling

**Task.** Let $g>0$ and $\Delta<g$. Find the ground energy and all ground states.

**Solution.** Here $\Delta-g<0$ and $\Delta-g<\Delta+g$, so the lowest of the three energies is $E=\Delta-g$. Since $E\ne0$, the first two equations of (c) give $\psi_{00}=\psi_{01}=0$. The third becomes

$$\Delta\psi_{10}+g\psi_{11}=(\Delta-g)\psi_{10},\qquad\text{so}\qquad g(\psi_{10}+\psi_{11})=0.$$

Hence $\psi_{11}=-\psi_{10}$, and $\psi$ is a nonzero multiple of $|10\rangle-|11\rangle$. Every such multiple satisfies all four equations at this energy, so it is a ground state.

Lean obtains an eigenvector at $\Delta-g$ from (d) and compares $E$ with it through `hmin`; `linarith` then excludes the other two energies. The equation `s` is $\psi_{10}+\psi_{11}=0$, and `hψ` writes the state as a multiple of `state 0 0 1 (-1)`.

```lean
/-- If g is positive and exceeds Δ, the ground energy is Δ - g and the ground states are
exactly the nonzero multiples of the difference of the basis states 10 and 11. -/
theorem ground_state_iff (Δ g : ℝ) (hΔ : Δ < g) (hg : 0 < g) (E : ℝ) (ψ : TwoQubit) :
    IsGroundState (ham Δ g) E ψ ↔
      E = Δ - g ∧ ∃ c : ℂ, c ≠ 0 ∧ ψ = c • state 0 0 1 (-1) := by
  constructor
  · rintro ⟨hE, hmin⟩
    obtain ⟨φ, hφ⟩ := (energy_iff Δ g (Δ - g)).2 (Or.inr (Or.inr rfl))
    have hle := hmin _ φ hφ
    have hEq : E = Δ - g := by
      rcases (energy_iff Δ g E).1 ⟨ψ, hE⟩ with h | h | h <;> linarith
    obtain ⟨a, b, c, _⟩ := (eigen_equations Δ g E ψ).1 hE.2
    have m0 : (E : ℂ) ≠ 0 := by
      have : E ≠ 0 := by intro h; linarith
      exact_mod_cast this
    have mg : (g : ℂ) ≠ 0 := by exact_mod_cast hg.ne'
    have hEc : (E : ℂ) = Δ - g := by rw [hEq]; push_cast; rfl
    have a0 := (mul_eq_zero.1 a).resolve_left m0
    have b0 := (mul_eq_zero.1 b).resolve_left m0
    have s : ψ (1, 0) + ψ (1, 1) = 0 := (mul_eq_zero.1 (by
      linear_combination c + ψ (1, 0) * hEc :
      (g : ℂ) * (ψ (1, 0) + ψ (1, 1)) = 0)).resolve_left mg
    have hψ : ψ = ψ (1, 0) • state 0 0 1 (-1) := by
      rw [funext_iff, Prod.forall]
      simp only [Fin.forall_fin_two, Pi.smul_apply, smul_eq_mul]
      refine ⟨⟨by simp [state, a0], by simp [state, b0]⟩, by simp [state], ?_⟩
      simp only [state, Matrix.of_apply, Matrix.cons_val_one, Matrix.cons_val_fin_one]
      linear_combination s
    exact ⟨hEq, ψ (1, 0), fun h => hE.1 (by rw [hψ, h, zero_smul]), hψ⟩
  · rintro ⟨rfl, c, hc, rfl⟩
    refine ⟨⟨fun h => hc (by simpa [state] using congrFun h (1, 0)),
      (eigen_equations _ _ _ _).2 ?_⟩, ?_⟩
    · refine ⟨?_, ?_, ?_, ?_⟩ <;> simp [state] <;> ring
    · intro E' φ hφ
      rcases (energy_iff Δ g E').1 ⟨φ, hφ⟩ with h | h | h <;> linarith
```

## (f) When the −1 sector holds every ground state

**Task.** For arbitrary real $\Delta$ and $g$, show that every ground state lies in the $-1$ sector if and only if $\Delta<|g|$.

**Solution.** If $\Delta<|g|$, one of $\Delta\pm g$ equals $\Delta-|g|$, which is negative. The ground energy is then negative too, and the first two equations of (c) force $\psi_{00}=\psi_{01}=0$. By (b), the state lies in the $-1$ sector.

If $\Delta\ge|g|$, both $\Delta+g$ and $\Delta-g$ are at least zero. Then $|00\rangle$, with energy $0$, is a ground state in the $+1$ sector. At equality the two sectors share the ground energy, which is why the criterion is strict.

The Lean proof follows the same two cases: `hneg` records the negative energy, and `hgs` shows that $|00\rangle$ is a ground state at weak coupling.

The diagonal energies are $0$ in the $+1$ sector and $\Delta$ in the $-1$ sector, so the lowest basis state points to $+1$ whenever $\Delta>0$. In this model that choice misses every ground state when $0<\Delta<|g|$.

```lean
/-- Every ground state lies in the -1 sector if and only if the coupling strength |g|
exceeds the diagonal energy Δ. -/
theorem ground_sector_iff (Δ g : ℝ) :
    (∀ E ψ, IsGroundState (ham Δ g) E ψ → symZ *ᵥ ψ = -ψ) ↔ Δ < |g| := by
  constructor
  · intro h
    by_contra hc
    obtain ⟨h1, h2⟩ := abs_le.1 (not_lt.1 hc)
    -- at weak coupling the basis state 00 is a ground state
    have hgs : IsGroundState (ham Δ g) 0 (state 1 0 0 0) := by
      refine ⟨⟨fun h => by simpa [state] using congrFun h (0, 0),
        (eigen_equations _ _ _ _).2 (by simp [state])⟩, ?_⟩
      intro E' φ hφ
      rcases (energy_iff Δ g E').1 ⟨φ, hφ⟩ with h | h | h <;> linarith
    have h00 := ((minus_sector_iff _).1 (h _ _ hgs)).1
    simp [state] at h00
  · rintro hg E ψ ⟨hE, hmin⟩
    have hneg : E < 0 := by
      rcases lt_abs.1 hg with h | h
      · obtain ⟨φ, hφ⟩ := (energy_iff Δ g (Δ - g)).2 (Or.inr (Or.inr rfl))
        linarith [hmin _ φ hφ]
      · obtain ⟨φ, hφ⟩ := (energy_iff Δ g (Δ + g)).2 (Or.inr (Or.inl rfl))
        linarith [hmin _ φ hφ]
    have m0 : (E : ℂ) ≠ 0 := by exact_mod_cast hneg.ne
    obtain ⟨a, b, _, _⟩ := (eigen_equations Δ g E ψ).1 hE.2
    exact (minus_sector_iff ψ).2
      ⟨(mul_eq_zero.1 a).resolve_left m0, (mul_eq_zero.1 b).resolve_left m0⟩
```

## (g) The example with Δ = 1 and g = 3

**Task.** Show that for $H(1,3)$ the lowest diagonal entries lie in the $+1$ sector, while the ground state is unique up to a factor and lies in the $-1$ sector.

**Solution.** In the order $|00\rangle,|01\rangle,|10\rangle,|11\rangle$,

$$H(1,3)=\begin{pmatrix}0&0&0&0\\0&0&0&0\\0&0&1&3\\0&0&3&1\end{pmatrix}.$$

The matrix is real and symmetric, hence Hermitian, and it commutes with the symmetry by (a). Its diagonal entries are $0,0$ in the $+1$ sector and $1,1$ in the $-1$ sector. By (e), the ground energy is $1-3=-2$, and the normalised ground state is $(|10\rangle-|11\rangle)/\sqrt2$ up to a phase. By (b), its symmetry eigenvalue is $-1$.

Each basis state in this superposition has energy $1$ on its own; the coupling lowers the energy of the combination by $3$. A diagonal entry does not register that gain. Tapering into the $+1$ sector would give energy $0$, which is $2$ units too high.

The theorem joins five statements: Hermiticity, the commutation relation, the strict ordering of all diagonal entries between the sectors, the complete description of the ground states, and the sector of `state 0 0 1 (-1)`. The real part `.re` appears because the matrix entries are typed as complex numbers. The proof checks the entries case by case and takes the rest from (a), (b) and (e).

```lean
/-- For Δ = 1 and g = 3 the Hamiltonian is Hermitian and commutes with Z ⊗ I, and each basis
state of the +1 sector has lower diagonal energy than each of the -1 sector. Yet the ground
energy is -2, with a ground state that is unique up to a factor and lies in the -1 sector. -/
theorem best_basis_state_selects_wrong_sector :
    (ham 1 3).IsHermitian ∧ symZ * ham 1 3 = ham 1 3 * symZ ∧
    (∀ i j, (ham 1 3 (0, i) (0, i)).re < (ham 1 3 (1, j) (1, j)).re) ∧
    (∀ E ψ, IsGroundState (ham 1 3) E ψ ↔
      E = -2 ∧ ∃ c : ℂ, c ≠ 0 ∧ ψ = c • state 0 0 1 (-1)) ∧
    symZ *ᵥ state 0 0 1 (-1) = -state 0 0 1 (-1) := by
  refine ⟨?_, symZ_commutes 1 3, ?_, ?_, (minus_sector_iff _).2 (by simp [state])⟩
  · ext ⟨i, j⟩ ⟨k, l⟩
    fin_cases i <;> fin_cases j <;> fin_cases k <;> fin_cases l <;>
      simp [ham, projMinus, Matrix.conjTranspose_apply]
  · intro i j
    fin_cases i <;> fin_cases j <;> simp [ham, projMinus]
  · intro E ψ
    have h : (1 : ℝ) - 3 = -2 := by norm_num
    rw [ground_state_iff 1 3 (by norm_num) (by norm_num), h]

end

end TaperingWrongSector
```

```lean
#print axioms TaperingWrongSector.ground_sector_iff
#print axioms TaperingWrongSector.best_basis_state_selects_wrong_sector
```

```
'TaperingWrongSector.ground_sector_iff' depends on axioms: [propext, Classical.choice, Quot.sound]
'TaperingWrongSector.best_basis_state_selects_wrong_sector' depends on axioms: [propext, Classical.choice, Quot.sound]
```

## Choosing the sign in a tapering code

In Pauli form the Hamiltonian is

$$H(\Delta,g)=\tfrac12(I-Z)\otimes(\Delta I+gX),$$

where $X$ is the Pauli matrix that exchanges $|0\rangle$ and $|1\rangle$. A tapering routine replaces the first-qubit $Z$ by a number $s=\pm1$. For $s=+1$ the remaining one-qubit Hamiltonian is zero; for $s=-1$ it is $\Delta I+gX$. The symmetry here is already a single-qubit $Z$. In a molecular calculation, a Clifford transformation usually brings it to a single-qubit Pauli operator first.

A safer procedure solves the tapered problem for each admissible sign and keeps the lowest energy. With $k$ independent symmetries there are up to $2^k$ sectors. Signs fixed by the question, such as the parity of a prescribed electron number, need no search. Parity does not fix the number itself, so the energies compared must belong to states with the prescribed number of electrons. If the solver is variational, the energies compared are upper bounds, so poor convergence in one sector can still reverse the order.
